# Line frequencies and intensities of the AB quartet for two coupled spins 1/2

A simulation that treats two coupled spins 1/2 of the same isotope to first order places four equally strong lines at $v_A\pm J/2$ and $v_B\pm J/2$. When $|v_A-v_B|$ is comparable to $|J|$, both the positions and the intensities are wrong. A fit that takes the centres of the two doublets as the shifts then overestimates the shift difference: the centres are $C=\sqrt{(v_A-v_B)^2+J^2}$ apart, not $|v_A-v_B|$.

## Four lines with two intensities

In nuclear magnetic resonance, let $\mathbf I$ and $\mathbf S$ be the dimensionless spin operators of two nuclei of the same isotope, $v_A$ and $v_B$ their resonance frequencies without coupling (the shifts), and $J$ the scalar coupling constant. The Hamiltonian, in frequency units, is

$$H=v_AI_z+v_BS_z+J\,\mathbf I\cdot\mathbf S .$$

Let $v=(v_A+v_B)/2$ and $C>0$. The squared matrix elements of $F^-=I^-+S^-$ between eigenstates give

| squared element | frequencies |
|---|---|
| $1+J/C$ | $v\pm(C-J)/2$ |
| $1-J/C$ | $v\pm(C+J)/2$ |

For $J>0$ the inner pair is the stronger one, which is the roof effect. For $J<0$ the formulas still hold, but the first row is then the outer, weaker pair.

## Spectrum simulation and shift extraction

For an isolated pair without relaxation or exchange, the table is a closed-form reference for a code that diagonalises the spin Hamiltonian numerically. A fitting code for the same model can recover $|v_A-v_B|=\sqrt{C^2-J^2}$ from the doublet separation and the coupling.

Normalisation matters in such a comparison. Here each of the four transitions has intensity 1 when $J=0$ and the shifts differ, and the transitions then coincide in pairs; a code that uses $I_x+S_x$ in place of $F^-$ gets one quarter of each value.

## The two-by-two eigenvalue problem

Write $\alpha$ for spin up and $\beta$ for spin down, and use $\mathbf I\cdot\mathbf S=I_zS_z+\tfrac12(I^+S^-+I^-S^+)$. The states $\alpha\alpha$ and $\beta\beta$ are eigenstates with energies $E_a=v+J/4$ and $E_b=-v+J/4$.

Let $\psi=a\,\alpha\beta+b\,\beta\alpha$ with $|a|^2+|b|^2=1$ be an eigenstate of energy $E$. With $\delta=v_A-v_B$, its components satisfy

$$\left(\tfrac{\delta}{2}-\tfrac J4\right)a+\tfrac J2 b=Ea,\qquad \tfrac J2 a-\left(\tfrac{\delta}{2}+\tfrac J4\right)b=Eb .$$

Doubling both equations and setting $X=2E+J/2$ gives

$$\delta a+Jb=Xa,\qquad Ja-\delta b=Xb .$$

Applying the same matrix again gives

$$X^2a=\delta(\delta a+Jb)+J(Ja-\delta b)=C^2a,$$

and likewise $X^2b=C^2b$. Since $a$ and $b$ are not both zero, $X=\pm C$, so $E=\pm C/2-J/4$.

For the intensities, $F^-\alpha\alpha=\alpha\beta+\beta\alpha$ and $F^-\psi=(a+b)\,\beta\beta$. Both squared elements are therefore $|a+b|^2=1+2\,\mathrm{Re}(\bar a b)$. Multiply the first equation by $\bar b$ and the second by $\bar a$, add them and take the real part. The $\delta$ terms cancel, leaving

$$J=2X\,\mathrm{Re}(\bar ab)=X\left(|a+b|^2-1\right).$$

Hence $|a+b|^2=1\pm J/C$ for $X=\pm C$. The frequencies are

$$E_a-E=v\mp\tfrac C2+\tfrac J2,\qquad E-E_b=v\pm\tfrac C2-\tfrac J2,$$

which are the entries of the table.

Both signs occur. Choose $\theta$ as half the argument of $\delta+iJ$, so that $C\cos2\theta=\delta$ and $C\sin2\theta=J$. Then

$$\delta\cos\theta+J\sin\theta=C\cos\theta,\qquad J\cos\theta-\delta\sin\theta=C\sin\theta .$$

Thus $(a,b)=(\cos\theta,\sin\theta)$ has $X=C$. The same two identities show that $(-\sin\theta,\cos\theta)$ has $X=-C$.

Finally, intensity times splitting is the same for both pairs:

$$(1+J/C)(C-J)=\frac{C^2-J^2}{C}=(1-J/C)(C+J).$$

For $J>0$, the intensity $1-J/C$ is zero exactly when $C=J$, that is, when $v_A=v_B$.

## Lean definitions and proofs for the quartet

```lean
import Mathlib

open Matrix
open scoped Kronecker

namespace ABQuartet

noncomputable section

/-- State vectors of two spins 1/2; index 0 is spin up (α), index 1 is spin down (β). -/
abbrev State := Fin 2 × Fin 2 → ℂ

/-- The state with amplitudes `a, b, c, d` on αα, αβ, βα, ββ. -/
def ket (a b c d : ℂ) : State := fun p => ![![a, b], ![c, d]] p.1 p.2

/-- The x component of a spin 1/2. -/
def sx : Matrix (Fin 2) (Fin 2) ℂ := !![0, 1 / 2; 1 / 2, 0]

/-- The y component of a spin 1/2. -/
def sy : Matrix (Fin 2) (Fin 2) ℂ := !![0, -(Complex.I / 2); Complex.I / 2, 0]

/-- The z component of a spin 1/2. -/
def sz : Matrix (Fin 2) (Fin 2) ℂ := !![1 / 2, 0; 0, -(1 / 2)]

/-- The lowering operator of a spin 1/2. -/
def sm : Matrix (Fin 2) (Fin 2) ℂ := !![0, 0; 1, 0]

/-- The AB Hamiltonian `vA Iz + vB Sz + J I·S` in frequency units. -/
def H (vA vB J : ℝ) : Matrix (Fin 2 × Fin 2) (Fin 2 × Fin 2) ℂ :=
  (vA : ℂ) • (sz ⊗ₖ 1) + (vB : ℂ) • (1 ⊗ₖ sz)
    + (J : ℂ) • (sx ⊗ₖ sx + sy ⊗ₖ sy + sz ⊗ₖ sz)

/-- The total z component `Iz + Sz`. -/
def Fz : Matrix (Fin 2 × Fin 2) (Fin 2 × Fin 2) ℂ := sz ⊗ₖ 1 + 1 ⊗ₖ sz

/-- The total lowering operator `I⁻ + S⁻`. -/
def Fm : Matrix (Fin 2 × Fin 2) (Fin 2 × Fin 2) ℂ := sm ⊗ₖ 1 + 1 ⊗ₖ sm

/-- The squared matrix element of `I⁻ + S⁻` from `ψ` to `φ`. -/
def intensity (φ ψ : State) : ℝ := ‖star φ ⬝ᵥ (Fm *ᵥ ψ)‖ ^ 2

/-- The frequency `C = √((vA - vB)² + J²)`. -/
def C (vA vB J : ℝ) : ℝ := Real.sqrt ((vA - vB) ^ 2 + J ^ 2)

/-- The Hamiltonian acts diagonally on αα and ββ and couples αβ with βα through `J/2`. -/
theorem H_mulVec (vA vB J : ℝ) (ψ : State) :
    H vA vB J *ᵥ ψ = ket
      (((vA + vB) / 2 + J / 4 : ℝ) * ψ (0, 0))
      (((vA - vB) / 2 - J / 4 : ℝ) * ψ (0, 1) + (J / 2 : ℝ) * ψ (1, 0))
      ((J / 2 : ℝ) * ψ (0, 1) + (-(vA - vB) / 2 - J / 4 : ℝ) * ψ (1, 0))
      ((-(vA + vB) / 2 + J / 4 : ℝ) * ψ (1, 1)) := by
  have h : Complex.I / 2 * (Complex.I / 2) = -1 / 4 := by
    linear_combination (1 / 4) * Complex.I_mul_I
  funext ⟨i, j⟩
  fin_cases i <;> fin_cases j <;>
    simp [H, sx, sy, sz, ket, Matrix.mulVec, dotProduct, Fintype.sum_prod_type,
      Fin.sum_univ_two, Matrix.one_apply, h, -mul_eq_mul_right_iff, -mul_eq_mul_left_iff] <;>
    ring

/-- The action of `Iz + Sz` and of `I⁻ + S⁻` on the amplitudes of a state. -/
theorem total_spin_mulVec (ψ : State) :
    Fz *ᵥ ψ = ket (ψ (0, 0)) 0 0 (-ψ (1, 1)) ∧
    Fm *ᵥ ψ = ket 0 (ψ (0, 0)) (ψ (0, 0)) (ψ (0, 1) + ψ (1, 0)) := by
  constructor <;> funext ⟨i, j⟩ <;> fin_cases i <;> fin_cases j <;>
    simp [Fz, Fm, sz, sm, ket, Matrix.mulVec, dotProduct, Fintype.sum_prod_type,
      Fin.sum_univ_two, Matrix.one_apply, -mul_eq_mul_right_iff, -mul_eq_mul_left_iff] <;>
    ring

/-- The states αα and ββ are eigenstates with energies `±(vA + vB)/2 + J/4`. -/
theorem outer_states (vA vB J : ℝ) :
    H vA vB J *ᵥ ket 1 0 0 0 = (((vA + vB) / 2 + J / 4 : ℝ) : ℂ) • ket 1 0 0 0 ∧
    H vA vB J *ᵥ ket 0 0 0 1 = ((-(vA + vB) / 2 + J / 4 : ℝ) : ℂ) • ket 0 0 0 1 := by
  constructor <;> rw [H_mulVec] <;> funext ⟨i, j⟩ <;> fin_cases i <;> fin_cases j <;>
    simp [ket]

/-- The AB quartet: for `C > 0`, a unit eigenstate `ψ` with `Iz + Sz = 0` is joined to αα and ββ
either by two lines of intensity `1 + J/C` at `v ∓ (C - J)/2`, or by two lines of intensity
`1 - J/C` at `v ± (C + J)/2`, where `v` is the mean shift. -/
theorem ab_quartet {vA vB J E Ea Eb : ℝ} {ψ : State} (hC : 0 < C vA vB J)
    (hn : star ψ ⬝ᵥ ψ = 1) (hz : Fz *ᵥ ψ = 0) (hE : H vA vB J *ᵥ ψ = (E : ℂ) • ψ)
    (ha : H vA vB J *ᵥ ket 1 0 0 0 = (Ea : ℂ) • ket 1 0 0 0)
    (hb : H vA vB J *ᵥ ket 0 0 0 1 = (Eb : ℂ) • ket 0 0 0 1) :
    (intensity ψ (ket 1 0 0 0) = 1 + J / C vA vB J ∧
      Ea - E = (vA + vB) / 2 - (C vA vB J - J) / 2 ∧
      intensity (ket 0 0 0 1) ψ = 1 + J / C vA vB J ∧
      E - Eb = (vA + vB) / 2 + (C vA vB J - J) / 2) ∨
    (intensity ψ (ket 1 0 0 0) = 1 - J / C vA vB J ∧
      Ea - E = (vA + vB) / 2 + (C vA vB J + J) / 2 ∧
      intensity (ket 0 0 0 1) ψ = 1 - J / C vA vB J ∧
      E - Eb = (vA + vB) / 2 - (C vA vB J + J) / 2) := by
  have hsq : C vA vB J ^ 2 = (vA - vB) ^ 2 + J ^ 2 := Real.sq_sqrt (by positivity)
  rw [H_mulVec] at hE ha hb
  rw [(total_spin_mulVec ψ).1] at hz
  have z0 : ψ (0, 0) = 0 := congrFun hz (0, 0)
  have z1 : ψ (1, 1) = 0 := neg_eq_zero.mp (congrFun hz (1, 1))
  -- energies of the outer states
  have hEa : (vA + vB) / 2 + J / 4 = Ea := by
    have h := congrFun ha (0, 0)
    simp only [ket, Pi.smul_apply, smul_eq_mul, Matrix.cons_val_zero, mul_one] at h
    exact Complex.ofReal_injective h
  have hEb : -(vA + vB) / 2 + J / 4 = Eb := by
    have h := congrFun hb (1, 1)
    simp only [ket, Pi.smul_apply, smul_eq_mul, Matrix.cons_val_one, Matrix.cons_val_fin_one,
      mul_one] at h
    exact Complex.ofReal_injective h
  -- the eigenvalue equations on αβ and βα, in real and imaginary parts
  have e1 : (((vA - vB) / 2 - J / 4 : ℝ) : ℂ) * ψ (0, 1) + ((J / 2 : ℝ) : ℂ) * ψ (1, 0)
      = (E : ℂ) * ψ (0, 1) := congrFun hE (0, 1)
  have e2 : ((J / 2 : ℝ) : ℂ) * ψ (0, 1) + ((-(vA - vB) / 2 - J / 4 : ℝ) : ℂ) * ψ (1, 0)
      = (E : ℂ) * ψ (1, 0) := congrFun hE (1, 0)
  have r1 := congrArg Complex.re e1
  have i1 := congrArg Complex.im e1
  have r2 := congrArg Complex.re e2
  have i2 := congrArg Complex.im e2
  simp only [Complex.add_re, Complex.add_im, Complex.re_ofReal_mul,
    Complex.im_ofReal_mul] at r1 i1 r2 i2
  have hN := congrArg Complex.re hn
  simp [dotProduct, Fintype.sum_prod_type, Fin.sum_univ_two, z0, z1] at hN
  have I1 : intensity ψ (ket 1 0 0 0) =
      ((ψ (0, 1)).re + (ψ (1, 0)).re) ^ 2 + ((ψ (0, 1)).im + (ψ (1, 0)).im) ^ 2 := by
    rw [intensity, (total_spin_mulVec _).2, Complex.sq_norm, Complex.normSq_apply]
    simp [ket, dotProduct, Fintype.sum_prod_type, Fin.sum_univ_two]
    ring
  have I2 : intensity (ket 0 0 0 1) ψ =
      ((ψ (0, 1)).re + (ψ (1, 0)).re) ^ 2 + ((ψ (0, 1)).im + (ψ (1, 0)).im) ^ 2 := by
    rw [intensity, (total_spin_mulVec _).2, Complex.sq_norm, Complex.normSq_apply]
    simp [ket, dotProduct, Fintype.sum_prod_type, Fin.sum_univ_two]
    ring
  rw [I1, I2]
  generalize (ψ (0, 1)).re = x at *
  generalize (ψ (0, 1)).im = y at *
  generalize (ψ (1, 0)).re = u at *
  generalize (ψ (1, 0)).im = w at *
  have hN' : x ^ 2 + y ^ 2 + u ^ 2 + w ^ 2 = 1 := by linarith
  -- the secular equation
  have k1 : ((2 * E + J / 2) ^ 2 - C vA vB J ^ 2) * x = 0 := by
    linear_combination -2 * (2 * E + J / 2 + (vA - vB)) * r1 - 2 * J * r2 - x * hsq
  have k2 : ((2 * E + J / 2) ^ 2 - C vA vB J ^ 2) * y = 0 := by
    linear_combination -2 * (2 * E + J / 2 + (vA - vB)) * i1 - 2 * J * i2 - y * hsq
  have k3 : ((2 * E + J / 2) ^ 2 - C vA vB J ^ 2) * u = 0 := by
    linear_combination -2 * (2 * E + J / 2 - (vA - vB)) * r2 - 2 * J * r1 - u * hsq
  have k4 : ((2 * E + J / 2) ^ 2 - C vA vB J ^ 2) * w = 0 := by
    linear_combination -2 * (2 * E + J / 2 - (vA - vB)) * i2 - 2 * J * i1 - w * hsq
  have hX : (2 * E + J / 2) ^ 2 = C vA vB J ^ 2 := by
    linear_combination x * k1 + y * k2 + u * k3 + w * k4
      - ((2 * E + J / 2) ^ 2 - C vA vB J ^ 2) * hN'
  -- the interference term of the two amplitudes
  have hq : (2 * E + J / 2) * ((x + u) ^ 2 + (y + w) ^ 2 - 1) = J := by
    linear_combination -2 * u * r1 - 2 * x * r2 - 2 * w * i1 - 2 * y * i2
      + (2 * E + J / 2 + J) * hN'
  rcases eq_or_eq_neg_of_sq_eq_sq _ _ hX with h | h
  · left
    rw [h] at hq
    have hr : J / C vA vB J = (x + u) ^ 2 + (y + w) ^ 2 - 1 := by
      rw [div_eq_iff hC.ne']
      linear_combination -hq
    refine ⟨?_, ?_, ?_, ?_⟩ <;> linarith
  · right
    rw [h] at hq
    have hr : J / C vA vB J = 1 - ((x + u) ^ 2 + (y + w) ^ 2) := by
      rw [div_eq_iff hC.ne']
      linear_combination -hq
    refine ⟨?_, ?_, ?_, ?_⟩ <;> linarith

/-- The mixing angle: half the argument of `(vA - vB) + iJ`. -/
def θ (vA vB J : ℝ) : ℝ := Complex.arg ⟨vA - vB, J⟩ / 2

/-- The superposition `cos θ αβ + sin θ βα`. -/
def upper (vA vB J : ℝ) : State :=
  ket 0 (Real.cos (θ vA vB J) : ℝ) (Real.sin (θ vA vB J) : ℝ) 0

/-- The superposition `-sin θ αβ + cos θ βα`. -/
def lower (vA vB J : ℝ) : State :=
  ket 0 (-Real.sin (θ vA vB J) : ℝ) (Real.cos (θ vA vB J) : ℝ) 0

/-- A real normalised combination of αβ and βα that solves the two coupled eigenvalue equations
is a unit eigenstate of the Hamiltonian with `Iz + Sz = 0`. -/
theorem middle_state {vA vB J c s e : ℝ} (hn : c ^ 2 + s ^ 2 = 1)
    (h1 : ((vA - vB) / 2 - J / 4) * c + J / 2 * s = e * c)
    (h2 : J / 2 * c + (-(vA - vB) / 2 - J / 4) * s = e * s) :
    star (ket 0 c s 0) ⬝ᵥ ket 0 c s 0 = 1 ∧ Fz *ᵥ ket 0 c s 0 = 0 ∧
      H vA vB J *ᵥ ket 0 c s 0 = (e : ℂ) • ket 0 c s 0 := by
  refine ⟨?_, ?_, ?_⟩
  · have h : (c : ℂ) ^ 2 + (s : ℂ) ^ 2 = 1 := by exact_mod_cast hn
    simp [ket, dotProduct, Fintype.sum_prod_type, Fin.sum_univ_two]
    linear_combination h
  · rw [(total_spin_mulVec _).1]
    funext ⟨i, j⟩
    fin_cases i <;> fin_cases j <;> simp [ket]
  · rw [H_mulVec]
    funext ⟨i, j⟩
    fin_cases i <;> fin_cases j
    · simp [ket]
    · simpa [ket] using congrArg Complex.ofReal h1
    · simpa [ket] using congrArg Complex.ofReal h2
    · simp [ket]

/-- The states `upper` and `lower` are unit eigenstates with `Iz + Sz = 0` and energies
`±C/2 - J/4`. -/
theorem mixed_states (vA vB J : ℝ) :
    (star (upper vA vB J) ⬝ᵥ upper vA vB J = 1 ∧ Fz *ᵥ upper vA vB J = 0 ∧
      H vA vB J *ᵥ upper vA vB J = ((C vA vB J / 2 - J / 4 : ℝ) : ℂ) • upper vA vB J) ∧
    (star (lower vA vB J) ⬝ᵥ lower vA vB J = 1 ∧ Fz *ᵥ lower vA vB J = 0 ∧
      H vA vB J *ᵥ lower vA vB J = ((-C vA vB J / 2 - J / 4 : ℝ) : ℂ) • lower vA vB J) := by
  have hC : C vA vB J = ‖(⟨vA - vB, J⟩ : ℂ)‖ := by
    have h : (vA - vB) ^ 2 + J ^ 2 = ‖(⟨vA - vB, J⟩ : ℂ)‖ ^ 2 := by
      rw [Complex.sq_norm, Complex.normSq_apply]
      ring
    rw [C, h, Real.sqrt_sq (norm_nonneg _)]
  have h2 : 2 * θ vA vB J = Complex.arg ⟨vA - vB, J⟩ := by
    unfold θ
    ring
  -- C cos 2θ = vA - vB and C sin 2θ = J
  have hc : C vA vB J * Real.cos (2 * θ vA vB J) = vA - vB := by
    rw [hC, h2, Complex.norm_mul_cos_arg]
  have hs : C vA vB J * Real.sin (2 * θ vA vB J) = J := by
    rw [hC, h2, Complex.norm_mul_sin_arg]
  rw [Real.cos_two_mul] at hc
  rw [Real.sin_two_mul] at hs
  have hp := Real.sin_sq_add_cos_sq (θ vA vB J)
  unfold upper lower
  generalize Real.cos (θ vA vB J) = c at *
  generalize Real.sin (θ vA vB J) = s at *
  constructor
  · apply middle_state
    · linarith
    · linear_combination -(c / 2) * hc - (s / 2) * hs + C vA vB J * c * hp
    · linear_combination (s / 2) * hc - (c / 2) * hs
  · apply middle_state
    · linear_combination hp
    · linear_combination (s / 2) * hc - (c / 2) * hs
    · linear_combination (c / 2) * hc + (s / 2) * hs - C vA vB J * c * hp

/-- For `C > 0` the lines from αα to `upper` and `lower` have intensities `1 + J/C` and `1 - J/C`.
-/
theorem mixed_intensities {vA vB J : ℝ} (hC : 0 < C vA vB J) :
    intensity (upper vA vB J) (ket 1 0 0 0) = 1 + J / C vA vB J ∧
    intensity (lower vA vB J) (ket 1 0 0 0) = 1 - J / C vA vB J := by
  obtain ⟨⟨nu, zu, eu⟩, ⟨nl, zl, el⟩⟩ := mixed_states vA vB J
  obtain ⟨ha, hb⟩ := outer_states vA vB J
  constructor
  · rcases ab_quartet hC nu zu eu ha hb with h | h
    · exact h.1
    · linarith [h.2.1]
  · rcases ab_quartet hC nl zl el ha hb with h | h
    · linarith [h.2.1]
    · exact h.1

/-- For `C > 0` the intensity of the line from αα to `upper` times `C - J` equals the intensity of
the line from αα to `lower` times `C + J`. -/
theorem intensity_mul_splitting {vA vB J : ℝ} (hC : 0 < C vA vB J) :
    intensity (upper vA vB J) (ket 1 0 0 0) * (C vA vB J - J) =
      intensity (lower vA vB J) (ket 1 0 0 0) * (C vA vB J + J) := by
  rw [(mixed_intensities hC).1, (mixed_intensities hC).2]
  have h : J / C vA vB J * C vA vB J = J := div_mul_cancel₀ _ hC.ne'
  linear_combination 2 * h

/-- For `J > 0` the line from αα to the state `lower` vanishes exactly when the two shifts coincide.
-/
theorem outer_line_vanishes_iff {vA vB J : ℝ} (hJ : 0 < J) :
    intensity (lower vA vB J) (ket 1 0 0 0) = 0 ↔ vA = vB := by
  have hC : 0 < C vA vB J := Real.sqrt_pos.mpr (by positivity)
  have hsq : C vA vB J ^ 2 = (vA - vB) ^ 2 + J ^ 2 := Real.sq_sqrt (by positivity)
  rw [(mixed_intensities hC).2]
  constructor
  · intro h
    have h1 : J = 1 * C vA vB J := (div_eq_iff hC.ne').mp (by linarith)
    have h2 : (vA - vB) ^ 2 = 0 := by
      linear_combination -hsq - (J + C vA vB J) * h1
    exact sub_eq_zero.mp (pow_eq_zero_iff two_ne_zero |>.mp h2)
  · intro h
    have h1 : C vB vB J = J := by simp [C, Real.sqrt_sq hJ.le]
    rw [h, h1, div_self hJ.ne', sub_self]

end

end ABQuartet
```

```lean
#print axioms ABQuartet.ab_quartet
-- 'ABQuartet.ab_quartet' depends on axioms: [propext, Classical.choice, Quot.sound]
#print axioms ABQuartet.intensity_mul_splitting
-- 'ABQuartet.intensity_mul_splitting' depends on axioms: [propext, Classical.choice, Quot.sound]
#print axioms ABQuartet.outer_line_vanishes_iff
-- 'ABQuartet.outer_line_vanishes_iff' depends on axioms: [propext, Classical.choice, Quot.sound]
```

## Eigenstates covered by the theorems

A `State` is a complex vector on `Fin 2 × Fin 2`, with index 0 for $\alpha$ and 1 for $\beta$; `ket a b c d` lists the amplitudes on $\alpha\alpha,\alpha\beta,\beta\alpha,\beta\beta$. The operators `H`, `Fz` and `Fm` are built from Kronecker products of spin matrices, and `intensity φ ψ` is the squared element of `Fm` from `ψ` to `φ`.

The main theorem, `ab_quartet`, says that every unit eigenvector `ψ` of `H` with `Fz *ᵥ ψ = 0` belongs to one row of the table, with both of its lines. Its hypotheses have these meanings:

- `hC` requires $C>0$. It fails only for equal shifts and zero coupling, where every combination of $\alpha\beta$ and $\beta\alpha$ is an eigenstate and the individual intensities depend on the choice of basis.
- `hz` requires zero total spin projection. If $\alpha\alpha$ or $\beta\beta$ happens to be degenerate with a middle state, as can occur in a rotating frame, an eigensolver may return a superposition of them. Diagonalising $H$ separately in each eigenspace of $F_z=I_z+S_z$ avoids this.
- `ha` and `hb` name the outer energies `Ea` and `Eb`; `outer_states` supplies their values.

The proof follows the derivation in real components. `H_mulVec` and `total_spin_mulVec` compute the operator actions, and `e1` and `e2` are the two eigenvalue equations, which are then split into real and imaginary parts. The equations `k1` to `k4` say that $X^2-C^2$ annihilates each real component, and normalisation turns them into `hX`, which is $X^2=C^2$. The relation $X(|a+b|^2-1)=J$ is `hq`. In these steps `linear_combination` is given explicit multipliers for the equations and checks the resulting identity, and `rcases` separates $X=C$ from $X=-C$.

`middle_state` turns a real normalised solution of the two equations into an eigenstate of `H`, and `mixed_states` applies it to `upper` and `lower`, the two mixing-angle states. `mixed_intensities` then uses their energies to decide which case of `ab_quartet` applies. It states the intensities of the lines from $\alpha\alpha$, as do `intensity_mul_splitting` and `outer_line_vanishes_iff`; `ab_quartet` gives the partner line to $\beta\beta$ the same intensity. Only `outer_line_vanishes_iff` assumes $J>0$.

The model has two spins, an isotropic coupling and real parameters. Pulses, thermal populations, relaxation, line shapes and floating-point error do not enter, so identifying a measured peak area with a squared matrix element remains a physical assumption about the experiment.
